# A conjugate-paired two-atom Hamiltonian is real symmetric in combined orbitals

Inversion symmetry enters here as the shape of a matrix: the Hamiltonian of the two atoms is defined with lower blocks that are the complex conjugates of the upper ones, taken in exchanged order. No potential or wave function appears in the formal statement, so the physics behind this shape comes first.

## Orbitals paired by inversion and conjugation

Let χ_a be the semicore local orbitals on one atom, with a running over a finite set n. Without spin or a magnetic field, and with a real potential symmetric under inversion, the Hamiltonian commutes with the antiunitary operation

(Θχ)(r) = conj χ(−r), Θ² = 1.

Take Θχ_a as the orbitals on the other atom. For Bloch sums, Θ keeps the wave vector. With A_ab = ⟨χ_a|H|χ_b⟩ and B_ab = ⟨χ_a|H|Θχ_b⟩, antiunitarity gives

H = [[A, B], [conj B, conj A]].

Hermiticity of the operator makes A Hermitian and B symmetric. The change of basis

U = (1/√2) [[I, iI], [I, −iI]]

forms (χ_a + Θχ_a)/√2 and i(χ_a − Θχ_a)/√2, both unchanged by Θ.

## The statement in Lean

The index type `n ⊕ n` lists the orbitals of the first atom, then their partners. `pairMatrix A B` is H, `pairU n` is U, and `ᴴ` is the adjoint, written † below. The theorem `real_symmetric_hamiltonian` assumes `A.IsHermitian` and `B.IsSymm`. It concludes that U is unitary, that U†HU is the real matrix `realForm A B` with its entries read as complex numbers, and that this real matrix is symmetric.

A real symmetric eigenproblem takes less storage and arithmetic than a complex Hermitian one of the same size. The model contains only the local orbitals of one atom pair, without the augmented plane waves or an atom at the inversion centre.

## The transformed blocks by hand

For any M = [[A, B], [C, D]],

MU = (1/√2) [[A+B, i(A−B)], [C+D, i(C−D)]].

Multiplying from the left by U† = (1/√2) [[I, I], [−iI, iI]] gives

U†MU = ½ [[A+B+C+D, i(A−B+C−D)], [i(C+D−A−B), A−B−C+D]].

For M = I this is I, so U is unitary. For C = conj B and D = conj A, the sums with conjugates leave real parts and the differences leave imaginary parts:

U†HU = [[Re(A+B), Im(B−A)], [Im(A+B), Re(A−B)]].

This step uses neither hypothesis. They enter in the symmetry: Re A, Re B and Im B are symmetric and Im A is antisymmetric, so the diagonal blocks are symmetric and

(Im(B−A))ᵀ = Im B + Im A = Im(A+B).

Conversely, suppose U†MU is real. The diagonal blocks give Im(A+D) = 0 and Im(B+C) = 0; the off-diagonal blocks give Re(A−D) = 0 and Re(C−B) = 0. Hence C = conj B and D = conj A.

## Adjoint and conjugate in the lower right block

It is easy to write A† where conj A belongs. Since A† = A, the resulting matrix is still Hermitian, but by the converse it becomes real only if A is real. With one orbital per atom A is always real, so that test case hides the error. The file uses the entrywise `A.map (starRingEnd ℂ)`.

## The complete file

```lean
import Mathlib

open Matrix

namespace SemicoreLocalOrbitals

noncomputable section

variable {n : Type*} [Fintype n] [DecidableEq n]

/-- The two-atom matrix `[[A, B], [conj B, conj A]]` with one-atom block `A` and coupling block `B`,
where `conj` is the entrywise complex conjugate. -/
def pairMatrix (A B : Matrix n n ℂ) : Matrix (n ⊕ n) (n ⊕ n) ℂ :=
  fromBlocks A B (B.map (starRingEnd ℂ)) (A.map (starRingEnd ℂ))

variable (n) in
/-- The change of basis `U = (1/√2) [[1, i], [1, -i]]` that combines each orbital with its
partner on the other atom. -/
def pairU : Matrix (n ⊕ n) (n ⊕ n) ℂ :=
  (((Real.sqrt 2)⁻¹ : ℝ) : ℂ) • fromBlocks 1 (Complex.I • 1) 1 (-(Complex.I • 1))

/-- The real matrix `[[Re (A + B), Im (B - A)], [Im (A + B), Re (A - B)]]`. -/
def realForm (A B : Matrix n n ℂ) : Matrix (n ⊕ n) (n ⊕ n) ℝ :=
  fromBlocks ((A + B).map Complex.re) ((B - A).map Complex.im)
    ((A + B).map Complex.im) ((A - B).map Complex.re)

omit [Fintype n] in
/-- The adjoint of the change of basis is `(1/√2) [[1, 1], [-i, i]]`. -/
theorem pairU_conjTranspose : (pairU n)ᴴ =
    (((Real.sqrt 2)⁻¹ : ℝ) : ℂ) • fromBlocks 1 1 (-(Complex.I • 1)) (Complex.I • 1) := by
  have hs : star (((Real.sqrt 2)⁻¹ : ℝ) : ℂ) = (((Real.sqrt 2)⁻¹ : ℝ) : ℂ) :=
    Complex.conj_ofReal _
  rw [pairU, conjTranspose_smul, fromBlocks_conjTranspose, hs]
  simp [conjTranspose_smul]

/-- The blocks of an arbitrary two-atom matrix after the change of basis. -/
theorem transform_blocks (A B C D : Matrix n n ℂ) :
    (pairU n)ᴴ * fromBlocks A B C D * pairU n =
      (1 / 2 : ℂ) • fromBlocks (A + B + C + D) (Complex.I • (A - B + C - D))
        (Complex.I • (C + D - A - B)) (A - B - C + D) := by
  -- the two normalisation factors multiply to one half
  have hs : (((Real.sqrt 2)⁻¹ : ℝ) : ℂ) * (((Real.sqrt 2)⁻¹ : ℝ) : ℂ) = 1 / 2 := by
    rw [← Complex.ofReal_mul, ← mul_inv, Real.mul_self_sqrt (by norm_num)]
    norm_num
  rw [pairU_conjTranspose, pairU]
  simp only [Matrix.smul_mul, Matrix.mul_smul, smul_smul, hs, fromBlocks_multiply]
  congr 1
  rw [fromBlocks_inj]
  simp only [Matrix.one_mul, Matrix.mul_one, Matrix.neg_mul, Matrix.mul_neg,
    Matrix.smul_mul, Matrix.mul_smul, smul_add, smul_neg, smul_smul, Complex.I_mul_I]
  refine ⟨?_, ?_, ?_, ?_⟩ <;> module

/-- The change of basis is unitary. -/
theorem pairU_unitary : pairU n ∈ unitaryGroup (n ⊕ n) ℂ := by
  have h := transform_blocks (1 : Matrix n n ℂ) 0 0 1
  rw [fromBlocks_one, Matrix.mul_one] at h
  rw [mem_unitaryGroup_iff', star_eq_conjTranspose, h, ← fromBlocks_one, fromBlocks_smul,
    fromBlocks_inj]
  refine ⟨?_, ?_, ?_, ?_⟩ <;> module

omit [Fintype n] [DecidableEq n] in
/-- For Hermitian `A` and symmetric `B` the two-atom matrix is Hermitian. -/
theorem pairMatrix_isHermitian {A B : Matrix n n ℂ} (hA : A.IsHermitian) (hB : B.IsSymm) :
    (pairMatrix A B).IsHermitian := by
  rw [Matrix.IsHermitian, pairMatrix, fromBlocks_conjTranspose, fromBlocks_inj]
  refine ⟨hA.eq, Matrix.ext fun i j => ?_, Matrix.ext fun i j => ?_,
    Matrix.ext fun i j => ?_⟩
  · simp [hB.apply i j]
  · simp [hB.apply i j]
  · simpa using (hA.apply j i).symm

/-- In the new basis the two-atom matrix equals the real matrix `realForm A B`. -/
theorem transform_pairMatrix (A B : Matrix n n ℂ) :
    (pairU n)ᴴ * pairMatrix A B * pairU n = (realForm A B).map Complex.ofReal := by
  rw [pairMatrix, transform_blocks]
  refine Matrix.ext fun p q => ?_
  rcases p with i | i <;> rcases q with j | j <;> apply Complex.ext <;>
    simp [realForm] <;> ring

/-- For Hermitian `A` and symmetric `B`, the matrix `U = pairU n` is unitary and, with
`H = pairMatrix A B`, the product `Uᴴ * H * U` is a real symmetric matrix, given explicitly by
`realForm A B`. -/
theorem real_symmetric_hamiltonian {A B : Matrix n n ℂ}
    (hA : A.IsHermitian) (hB : B.IsSymm) :
    pairU n ∈ unitaryGroup (n ⊕ n) ℂ ∧
    (pairU n)ᴴ * pairMatrix A B * pairU n = (realForm A B).map Complex.ofReal ∧
    (realForm A B).IsSymm := by
  refine ⟨pairU_unitary, transform_pairMatrix A B, ?_⟩
  -- Re A is symmetric and Im A is antisymmetric
  have hre : ∀ i j, (A j i).re = (A i j).re := fun i j => by
    have h := congrArg Complex.re (hA.apply j i)
    simpa using h.symm
  have him : ∀ i j, (A j i).im = -(A i j).im := fun i j => by
    have h := congrArg Complex.im (hA.apply j i)
    simpa using h.symm
  refine Matrix.ext fun p q => ?_
  rcases p with i | i <;> rcases q with j | j <;>
    simp [realForm, hre i j, him i j, hB.apply i j] <;> ring

/-- A two-atom matrix becomes real in the new basis exactly when its lower blocks are the
complex conjugates of its upper blocks, taken in exchanged order. -/
theorem real_iff_conjugate_blocks (A B C D : Matrix n n ℂ) :
    (∃ R : Matrix (n ⊕ n) (n ⊕ n) ℝ,
      (pairU n)ᴴ * fromBlocks A B C D * pairU n = R.map Complex.ofReal) ↔
    C = B.map (starRingEnd ℂ) ∧ D = A.map (starRingEnd ℂ) := by
  constructor
  · rintro ⟨R, hR⟩
    rw [transform_blocks] at hR
    -- the imaginary part of each of the four blocks vanishes
    have e := fun p q => congrArg Complex.im (congrFun (congrFun hR p) q)
    have key : ∀ i j, C i j = starRingEnd ℂ (B i j) ∧ D i j = starRingEnd ℂ (A i j) := by
      intro i j
      have h1 := e (Sum.inl i) (Sum.inl j)
      have h2 := e (Sum.inl i) (Sum.inr j)
      have h3 := e (Sum.inr i) (Sum.inl j)
      have h4 := e (Sum.inr i) (Sum.inr j)
      simp at h1 h2 h3 h4
      constructor <;> apply Complex.ext <;>
        simp only [Complex.conj_re, Complex.conj_im] <;> linarith
    exact ⟨Matrix.ext fun i j => (key i j).1, Matrix.ext fun i j => (key i j).2⟩
  · rintro ⟨rfl, rfl⟩
    exact ⟨realForm A B, transform_pairMatrix A B⟩

/-- With Hamiltonian blocks `A, B` and overlap blocks `S, T`, the secular determinant at any
complex energy `E` equals the one formed from the two real matrices. -/
theorem secular_determinant (A B S T : Matrix n n ℂ) (E : ℂ) :
    (pairMatrix A B - E • pairMatrix S T).det =
      ((realForm A B).map Complex.ofReal - E • (realForm S T).map Complex.ofReal).det := by
  have hU : (pairU n)ᴴ * pairU n = 1 := mem_unitaryGroup_iff'.mp pairU_unitary
  have hd : (pairU n)ᴴ.det * (pairU n).det = 1 := by
    rw [← det_mul, hU, det_one]
  -- both matrices are transformed by the same unitary
  have hM : (realForm A B).map Complex.ofReal - E • (realForm S T).map Complex.ofReal =
      (pairU n)ᴴ * (pairMatrix A B - E • pairMatrix S T) * pairU n := by
    rw [← transform_pairMatrix, ← transform_pairMatrix, Matrix.mul_sub, Matrix.sub_mul,
      Matrix.mul_smul, Matrix.smul_mul]
  rw [hM, det_mul, det_mul]
  linear_combination (-(pairMatrix A B - E • pairMatrix S T).det) * hd

end

end SemicoreLocalOrbitals
```

```lean
#print axioms SemicoreLocalOrbitals.pairMatrix_isHermitian
#print axioms SemicoreLocalOrbitals.real_symmetric_hamiltonian
#print axioms SemicoreLocalOrbitals.real_iff_conjugate_blocks
#print axioms SemicoreLocalOrbitals.secular_determinant
```

```
'SemicoreLocalOrbitals.pairMatrix_isHermitian' depends on axioms: [propext, Classical.choice, Quot.sound]
'SemicoreLocalOrbitals.real_symmetric_hamiltonian' depends on axioms: [propext, Classical.choice, Quot.sound]
'SemicoreLocalOrbitals.real_iff_conjugate_blocks' depends on axioms: [propext, Classical.choice, Quot.sound]
'SemicoreLocalOrbitals.secular_determinant' depends on axioms: [propext, Classical.choice, Quot.sound]
```

## From block products to real entries

`pairU_conjTranspose` computes U†. `transform_blocks` is the general product: `hs` combines the two normalisation factors into ½, `fromBlocks_multiply` multiplies the blocks, and `module` checks the four linear identities. `pairU_unitary` sets M = 1.

`transform_pairMatrix` compares real and imaginary parts entry by entry. In the main theorem, `hre` and `him` state the symmetry of Re A and the antisymmetry of Im A. `pairMatrix_isHermitian` checks separately, block by block, that H is Hermitian.

In `real_iff_conjugate_blocks`, `h1` to `h4` are the vanishing imaginary parts of the four blocks, and `linarith` solves for C and D.

`secular_determinant` treats a nonorthogonal basis whose overlap matrix has the same paired form, with blocks `S` and `T`. Both matrices are transformed by U, and `hd`, which says det U† · det U = 1, leaves det(H − E·overlap) unchanged for every complex E.

## Operators that change sign under Θ

Applying the converse and its reverse to iM gives a neighbouring criterion by hand: U†MU is purely imaginary exactly when C = −conj B and D = −conj A. For a finite cluster, orbital angular momentum about the inversion centre has this form.
